# Diamagnetic ring current of a closed-shell tight-binding ring with 4n+2 sites

Take a ring of six or more equivalent sites threaded by a magnetic flux, and try to read its magnetic response off a single occupied orbital. For an orbital that travels round the ring this fails even at zero flux: its energy changes to first order in the flux, so by itself it would signal a current without any field. The response belongs to the filled shell, in which these first-order terms cancel and a second-order term remains.

Let the ring have $N=4n+2$ sites, hopping strength $t>0$ and total flux phase $\varphi$. With two electrons in each of the plane waves $k=-n,\dots,n$, the energy is

$$E(\varphi)=-\frac{4t\cos(\varphi/N)}{\sin(\pi/N)},\qquad E'(0)=0,\qquad E''(0)=\frac{4t}{N^2\sin(\pi/N)}>0 .$$

For a non-interacting Hückel program with field-dependent hopping phases, this gives exact values to compare with: on six sites, with the site energy set to zero, $E(0)=-8t$ and $E''(0)=2t/9$.

## The ring and its filled shell

```lean
import Mathlib

open Real

namespace LondonRingCurrent

noncomputable section
```

The file loads the Mathlib library and opens the namespace `Real`, so that `π` can be written as usual.

```lean
/-- The number `N = 4n + 2` of sites of the ring, as a real number. -/
def sites (n : ℕ) : ℝ := 4 * n + 2
```

A `def` introduces a named object. This one takes a natural number $n$ and returns $N=4n+2$ as a real number, ready to appear inside a cosine. The value $n=0$ is allowed and means two sites joined by two bonds.

```lean
/-- Energy of the plane wave with index `k` on the ring of `4n + 2` sites with hopping
strength `t` and total flux phase `φ`. -/
def level (t : ℝ) (n : ℕ) (φ : ℝ) (k : ℤ) : ℝ :=
  -2 * t * Real.cos ((2 * π * k + φ) / sites n)
```

This is the orbital energy $\varepsilon_k(\varphi)=-2t\cos\frac{2\pi k+\varphi}{N}$, with $k$ an integer (`ℤ`). It comes from the hopping equation

$$(H\psi)_j=-t\left(e^{i\varphi/N}\psi_{j+1}+e^{-i\varphi/N}\psi_{j-1}\right).$$

Inserting $\psi_j=e^{2\pi i kj/N}$ multiplies $\psi_j$ by $-t\left(e^{i(2\pi k+\varphi)/N}+e^{-i(2\pi k+\varphi)/N}\right)=\varepsilon_k(\varphi)$. The file starts from this formula as a definition and contains no Hamiltonian matrix.

The phase $\varphi/N$ per bond stands for the effect of the vector potential on hopping between London orbitals. The total $\varphi$ is $2\pi$ times the flux in units of $h/e$, up to a sign fixed by convention. The common site energy is taken as the zero of energy. Overlap between sites, electron repulsion and bond alternation are absent.

```lean
/-- Total energy when each of the plane waves `k = -n, ..., n` holds two electrons. -/
def energy (t : ℝ) (n : ℕ) (φ : ℝ) : ℝ :=
  ∑ k ∈ Finset.Icc (-(n : ℤ)) n, 2 * level t n φ k
```

`Finset.Icc (-(n : ℤ)) n` is the finite set of integers from $-n$ to $n$, so this reads $E(\varphi)=\sum_{k=-n}^{n}2\varepsilon_k(\varphi)$. The filling stays fixed as $\varphi$ varies.

```lean
/-- The ring current: minus the derivative of the total energy with respect to the
flux phase. -/
def ringCurrent (t : ℝ) (n : ℕ) (φ : ℝ) : ℝ := -deriv (energy t n) φ
```

The current is $-dE/d\varphi$. The physical current $I=-dE/d\Phi$, with $\Phi$ the flux, differs from it by the constant factor $d\varphi/d\Phi$.

## Summing the occupied levels

```lean
/-- The ring has at least two sites. -/
theorem two_le_sites (n : ℕ) : 2 ≤ sites n := by
  have h : (0 : ℝ) ≤ n := Nat.cast_nonneg n
  unfold sites
  linarith
```

A `theorem` has its hypotheses before the colon, its statement after it, and its proof after `:= by`. Here $N\ge 2$ follows from $n\ge 0$, and `linarith` does the linear arithmetic.

```lean
/-- The sine of `π / N` is positive. -/
theorem sin_pi_div_sites_pos (n : ℕ) : 0 < Real.sin (π / sites n) := by
  have h := two_le_sites n
  have hN : 0 < sites n := by linarith
  exact Real.sin_pos_of_pos_of_lt_pi (div_pos pi_pos hN)
    (div_lt_self pi_pos (by linarith))
```

Since $N\ge2$, the angle $\pi/N$ lies strictly between $0$ and $\pi$, so its sine is positive. This makes the later division by $\sin(\pi/N)$ legitimate.

```lean
/-- A sum of cosines at equally spaced angles, placed symmetrically about `b`, collapses
after multiplication by the sine of half the spacing. -/
theorem sin_mul_sum_cos (a b : ℝ) (m : ℕ) :
    Real.sin a * ∑ k ∈ Finset.Icc (-(m : ℤ)) m, Real.cos (2 * a * k + b)
      = Real.sin ((2 * m + 1) * a) * Real.cos b := by
  induction m with
  | zero => simp
  | succ m ih =>
    -- the larger shell has two new members, `m + 1` and `-(m + 1)`
    have hset : Finset.Icc (-((m + 1 : ℕ) : ℤ)) ((m + 1 : ℕ) : ℤ)
        = insert ((m : ℤ) + 1) (insert (-((m : ℤ) + 1)) (Finset.Icc (-(m : ℤ)) m)) := by
      ext k
      simp only [Finset.mem_insert, Finset.mem_Icc]
      omega
    have h1 : (m : ℤ) + 1 ∉ insert (-((m : ℤ) + 1)) (Finset.Icc (-(m : ℤ)) m) := by
      simp only [Finset.mem_insert, Finset.mem_Icc]
      omega
    have h2 : -((m : ℤ) + 1) ∉ Finset.Icc (-(m : ℤ)) m := by
      simp only [Finset.mem_Icc]
      omega
    rw [hset, Finset.sum_insert h1, Finset.sum_insert h2, mul_add, mul_add, ih]
    have e1 : 2 * a * (((m : ℤ) + 1 : ℤ) : ℝ) + b = 2 * (m + 1) * a + b := by
      push_cast; ring
    have e2 : 2 * a * ((-((m : ℤ) + 1) : ℤ) : ℝ) + b = b - 2 * (m + 1) * a := by
      push_cast; ring
    have e3 : (2 * (m : ℝ) + 1) * a = 2 * (m + 1) * a - a := by ring
    have e4 : (2 * ((m + 1 : ℕ) : ℝ) + 1) * a = 2 * (m + 1) * a + a := by
      push_cast; ring
    rw [e1, e2, e3, e4, Real.cos_add, Real.cos_sub, Real.sin_sub, Real.sin_add]
    ring
```

For all real $a,b$ and every natural number $m$, the statement is

$$\sin a\sum_{k=-m}^{m}\cos(2ak+b)=\sin\big((2m+1)a\big)\cos b .$$

By hand, use induction on $m$. For $m=0$ both sides are $\sin a\cos b$. Going from $m$ to $m+1$ adds the terms $k=\pm(m+1)$. With $c=2(m+1)a$ they contribute

$$\sin a\,[\cos(c+b)+\cos(b-c)]=2\sin a\cos c\cos b=[\sin(c+a)-\sin(c-a)]\cos b .$$

Since $c-a=(2m+1)a$, the last term cancels the sum already known. What remains is $\sin(c+a)\cos b$, with $c+a=(2m+3)a$, as required.

The Lean proof follows the same route. `hset` splits off the two new members, while `h1` and `h2` check that they really are new. `e1` to `e4` rewrite the angles in terms of $c$, the addition theorems expand them, and `ring` finishes the algebra.

```lean
/-- Closed form of the total energy: `E(φ) = -4t cos(φ/N) / sin(π/N)`. -/
theorem energy_closed_form (t : ℝ) (n : ℕ) (φ : ℝ) :
    energy t n φ = -4 * t * Real.cos (φ / sites n) / Real.sin (π / sites n) := by
  have hN : sites n ≠ 0 := by linarith [two_le_sites n]
  have hs := sin_mul_sum_cos (π / sites n) (φ / sites n) n
  -- for `N = 4n + 2` the angle `(2n + 1) π / N` is a right angle
  have h1 : (2 * (n : ℝ) + 1) * (π / sites n) = π / 2 := by
    rw [mul_div_assoc', div_eq_div_iff hN two_ne_zero, sites]
    ring
  rw [h1, Real.sin_pi_div_two, one_mul] at hs
  have hE : energy t n φ = -4 * t * ∑ k ∈ Finset.Icc (-(n : ℤ)) n,
      Real.cos (2 * (π / sites n) * k + φ / sites n) := by
    rw [energy, Finset.mul_sum]
    refine Finset.sum_congr rfl fun k _ => ?_
    have h2 : (2 * π * k + φ) / sites n = 2 * (π / sites n) * k + φ / sites n := by ring
    rw [level, h2]
    ring
  rw [hE, eq_div_iff (sin_pi_div_sites_pos n).ne']
  linear_combination (-4 * t) * hs
```

This is the closed form of $E(\varphi)$, valid for every real $t$ and $\varphi$. Put $a=\pi/N$, $b=\varphi/N$ and $m=n$ in the previous identity. For $N=4n+2$ the angle $(2n+1)a$ is a right angle,

$$(2n+1)\frac{\pi}{4n+2}=\frac{\pi}{2},$$

so the sine on the right is $1$ and

$$\sum_{k=-n}^{n}\cos\frac{2\pi k+\varphi}{N}=\frac{\cos(\varphi/N)}{\sin(\pi/N)} .$$

Multiplying by $2\cdot(-2t)=-4t$ gives the energy. In the proof, `h1` is the right-angle step and `hE` pulls the factor $-4t$ out of the sum. The last line multiplies the identity `hs` by $-4t$.

## Why this filling is the right one

```lean
/-- For `t ≥ 0` and `|φ| ≤ π` the doubly filled shell `k = -n, ..., n` has the lowest energy among
all occupations, between 0 and 2 electrons per level, of the `4n + 2` levels of the ring. -/
theorem closed_shell_is_ground_state {t φ : ℝ} (n : ℕ) (ht : 0 ≤ t) (hφ : |φ| ≤ π)
    (f : ℤ → ℝ) (hf : ∀ k, 0 ≤ f k ∧ f k ≤ 2) :
    energy t n φ ≤ ∑ k ∈ Finset.Icc (-(n : ℤ)) (3 * n + 1), f k * level t n φ k := by
  have hN : 0 < sites n := by linarith [two_le_sites n]
  obtain ⟨hl, hu⟩ := abs_le.mp hφ
  -- levels inside the shell are not above zero
  have hocc : ∀ k ∈ Finset.Icc (-(n : ℤ)) n, level t n φ k ≤ 0 := by
    intro k hk
    rw [Finset.mem_Icc] at hk
    have h1 : -(n : ℝ) ≤ k := by exact_mod_cast hk.1
    have h2 : (k : ℝ) ≤ n := by exact_mod_cast hk.2
    have hc : 0 ≤ Real.cos ((2 * π * k + φ) / sites n) := by
      apply Real.cos_nonneg_of_neg_pi_div_two_le_of_le
      · rw [le_div_iff₀ hN, sites]
        nlinarith [mul_le_mul_of_nonneg_left h1 pi_pos.le]
      · rw [div_le_iff₀ hN, sites]
        nlinarith [mul_le_mul_of_nonneg_left h2 pi_pos.le]
    rw [level]
    nlinarith [mul_nonneg ht hc]
  -- levels outside the shell are not below zero
  have hemp : ∀ k : ℤ, (n : ℤ) + 1 ≤ k → k ≤ 3 * n + 1 → 0 ≤ level t n φ k := by
    intro k hk1 hk2
    have h1 : (n : ℝ) + 1 ≤ k := by exact_mod_cast hk1
    have h2 : (k : ℝ) ≤ 3 * n + 1 := by exact_mod_cast hk2
    have hc : Real.cos ((2 * π * k + φ) / sites n) ≤ 0 := by
      apply Real.cos_nonpos_of_pi_div_two_le_of_le
      · rw [le_div_iff₀ hN, sites]
        nlinarith [mul_le_mul_of_nonneg_left h1 pi_pos.le]
      · rw [div_le_iff₀ hN, sites]
        nlinarith [mul_le_mul_of_nonneg_left h2 pi_pos.le]
    rw [level]
    nlinarith [mul_nonneg ht (neg_nonneg.mpr hc)]
  calc energy t n φ ≤ ∑ k ∈ Finset.Icc (-(n : ℤ)) n, f k * level t n φ k :=
        Finset.sum_le_sum fun k hk => mul_le_mul_of_nonpos_right (hf k).2 (hocc k hk)
    _ ≤ _ := by
        apply Finset.sum_le_sum_of_subset_of_nonneg
        · intro k hk
          rw [Finset.mem_Icc] at hk ⊢
          omega
        · intro k hk hk'
          rw [Finset.mem_Icc] at hk hk'
          exact mul_nonneg (hf k).1 (hemp k (by omega) (by omega))
```

The hypotheses are $t\ge0$, $|\varphi|\le\pi$ (at most half a flux quantum $h/e$) and occupations $0\le f_k\le2$. The conclusion is

$$E(\varphi)\le\sum_{k=-n}^{3n+1}f_k\,\varepsilon_k(\varphi).$$

The range $-n,\dots,3n+1$ contains each of the $N$ plane waves once. The occupations may be fractional and their sum is not prescribed, so the closed shell also wins among fillings with exactly $4n+2$ electrons.

By hand, look at the angle $\theta_k=(2\pi k+\varphi)/N$. For $-n\le k\le n$ and $|\varphi|\le\pi$,

$$|\theta_k|\le\frac{(2n+1)\pi}{4n+2}=\frac{\pi}{2},$$

so $\cos\theta_k\ge0$ and $\varepsilon_k\le0$. For $n+1\le k\le3n+1$,

$$\frac{\pi}{2}=\frac{2\pi(n+1)-\pi}{N}\le\theta_k\le\frac{2\pi(3n+1)+\pi}{N}=\frac{3\pi}{2},$$

so $\cos\theta_k\le0$ and $\varepsilon_k\ge0$. Filling each non-positive level completely and leaving the others empty therefore gives the lowest sum.

These two facts are `hocc` and `hemp` in the code. The `calc` block then chains two inequalities: $2\varepsilon_k\le f_k\varepsilon_k$ inside the shell, and the addition of non-negative terms $f_k\varepsilon_k$ outside it. The theorem does not say that the minimum is unique; at $|\varphi|=\pi$ an occupied and an empty level meet at zero energy.

## Slope, curvature and the direction of the current

```lean
/-- The slope of the total energy in the flux phase is `4t sin(φ/N) / (N sin(π/N))`. -/
theorem hasDerivAt_energy (t : ℝ) (n : ℕ) (φ : ℝ) :
    HasDerivAt (energy t n)
      (4 * t * Real.sin (φ / sites n) / (sites n * Real.sin (π / sites n))) φ := by
  rw [funext (energy_closed_form t n)]
  have h0 : HasDerivAt (fun x : ℝ => x / sites n) (1 / sites n) φ :=
    (hasDerivAt_id' φ).div_const _
  refine ((h0.cos.const_mul (-4 * t)).div_const _).congr_deriv ?_
  ring
```

`HasDerivAt g g' x` says that the function $g$ is differentiable at $x$ with derivative $g'$. Here it states

$$E'(\varphi)=\frac{4t\sin(\varphi/N)}{N\sin(\pi/N)} .$$

By hand, the cosine in the closed form contributes $-\sin(\varphi/N)/N$, and the two minus signs cancel. The proof replaces `energy` by its closed form and applies the same chain rule. `h0` supplies the inner derivative $1/N$.

```lean
/-- For `t > 0`, at zero flux the total energy is stationary, and its curvature is `4t / (N²
sin(π/N))`, which is positive. -/
theorem london_diamagnetism {t : ℝ} (n : ℕ) (ht : 0 < t) :
    deriv (energy t n) 0 = 0 ∧
    HasDerivAt (deriv (energy t n))
      (4 * t / (sites n ^ 2 * Real.sin (π / sites n))) 0 ∧
    0 < 4 * t / (sites n ^ 2 * Real.sin (π / sites n)) := by
  have hN : 0 < sites n := by linarith [two_le_sites n]
  have hs := sin_pi_div_sites_pos n
  refine ⟨?_, ?_, by positivity⟩
  · rw [(hasDerivAt_energy t n 0).deriv]
    simp
  · rw [funext fun φ => (hasDerivAt_energy t n φ).deriv]
    have h0 : HasDerivAt (fun x : ℝ => x / sites n) (1 / sites n) 0 :=
      (hasDerivAt_id' (0 : ℝ)).div_const _
    refine ((h0.sin.const_mul (4 * t)).div_const _).congr_deriv ?_
    rw [zero_div, Real.cos_zero]
    ring
```

For $t>0$ there are three statements, joined by `∧` ("and"). The slope at zero flux vanishes because $\sin0=0$. Differentiating the slope once more gives

$$E''(\varphi)=\frac{4t\cos(\varphi/N)}{N^2\sin(\pi/N)},$$

and setting $\varphi=0$ yields the stated curvature. It is positive because $t$, $N$ and $\sin(\pi/N)$ are.

In Lean, the second statement says that `deriv (energy t n)`, the function $E'$, itself has this derivative at $0$. The tactic `positivity` settles the third. A small flux of either sign therefore raises the energy, which is what diamagnetic means here. The theorem's name refers only to this orbital response of one uniform ring; the susceptibility or shielding of a real molecule needs its geometry and further contributions.

```lean
/-- For `t > 0` and a nonzero flux phase with `|φ| ≤ π` the ring current has the sign opposite to
that of `φ`. -/
theorem current_opposes_flux {t φ : ℝ} (n : ℕ) (ht : 0 < t) (h0 : φ ≠ 0)
    (hφ : |φ| ≤ π) : φ * ringCurrent t n φ < 0 := by
  have h2 := two_le_sites n
  have hN : 0 < sites n := by linarith
  have hs := sin_pi_div_sites_pos n
  have hpi := pi_pos
  obtain ⟨hl, hu⟩ := abs_le.mp hφ
  -- `φ` and `sin (φ / N)` have the same sign
  have key : 0 < φ * Real.sin (φ / sites n) := by
    rcases lt_or_gt_of_ne h0 with h | h
    · refine mul_pos_of_neg_of_neg h
        (Real.sin_neg_of_neg_of_neg_pi_lt (div_neg_of_neg_of_pos h hN) ?_)
      rw [lt_div_iff₀ hN]
      nlinarith
    · refine mul_pos h (Real.sin_pos_of_pos_of_lt_pi (div_pos h hN) ?_)
      rw [div_lt_iff₀ hN]
      nlinarith
  have hpos : 0 < 4 * t / (sites n * Real.sin (π / sites n)) := by positivity
  have hprod := mul_pos hpos key
  rw [ringCurrent, (hasDerivAt_energy t n φ).deriv]
  have e : φ * -(4 * t * Real.sin (φ / sites n) / (sites n * Real.sin (π / sites n)))
      = -(4 * t / (sites n * Real.sin (π / sites n)) * (φ * Real.sin (φ / sites n))) := by
    ring
  rw [e]
  linarith

end

end LondonRingCurrent
```

For $t>0$, $\varphi\ne0$ and $|\varphi|\le\pi$, the product of flux phase and current is negative:

$$\varphi\,\big(-E'(\varphi)\big)=-\frac{4t}{N\sin(\pi/N)}\;\varphi\sin\frac{\varphi}{N}<0 .$$

Since $N\ge2$, the angle $\varphi/N$ lies strictly between $-\pi$ and $\pi$, so its sine has the sign of $\varphi$. That is `key`, proved separately for negative and positive $\varphi$; `hpos` gives the positive prefactor, and `e` rearranges the product into the form above.

The sign convention for $\varphi$ does not affect the conclusion, because $\Phi I=\varphi\,(-dE/d\varphi)$: the current opposes the flux. At $|\varphi|=\pi$, where two levels meet, the derivative is still that of the fixed shell.

```lean
#print axioms LondonRingCurrent.closed_shell_is_ground_state
-- 'LondonRingCurrent.closed_shell_is_ground_state' depends on axioms: [propext, Classical.choice, Quot.sound]
#print axioms LondonRingCurrent.london_diamagnetism
-- 'LondonRingCurrent.london_diamagnetism' depends on axioms: [propext, Classical.choice, Quot.sound]
#print axioms LondonRingCurrent.current_opposes_flux
-- 'LondonRingCurrent.current_opposes_flux' depends on axioms: [propext, Classical.choice, Quot.sound]
```
